# The direct metric uniquely fixes the weights of a six-vector stencil

Let $a_0,a_1,a_2$ and $b_0,b_1,b_2$ be vectors in $\mathbb R^3$ with $a_i\cdot b_j=\delta_{ij}$, and let $g_{ij}=a_i\cdot a_j$ be the metric of the first triple. Take the six vectors
$$q_0,\dots,q_5 \;=\; b_0,\; b_1,\; b_2,\; b_0+b_1,\; b_0+b_2,\; b_1+b_2 .$$
Real weights $w_0,\dots,w_5$ satisfy the completeness relation $\sum_s w_s\,q_sq_s^{\mathsf T}=1$ if and only if
$$\begin{aligned}
w_0&=g_{00}-g_{01}-g_{02}, & w_1&=g_{11}-g_{01}-g_{12}, & w_2&=g_{22}-g_{02}-g_{12},\\
w_3&=g_{01}, & w_4&=g_{02}, & w_5&=g_{12}.
\end{aligned}$$

In the construction of maximally localised Wannier functions, derivatives with respect to the wave vector are replaced by weighted differences between neighbouring mesh points, and the completeness relation makes those differences correct to leading order; here it is solved for one fixed stencil in three dimensions, without Bloch states in the model. If the $b_j$ are the steps of a mesh with $N_0\times N_1\times N_2$ points, the dual vectors $a_i$ are the primitive lattice vectors multiplied by $N_i$, up to the factor $2\pi$ treated below.

## Solving for the weights by hand

Expand the three products that contain sums, for example
$$(b_0+b_1)(b_0+b_1)^{\mathsf T}=b_0b_0^{\mathsf T}+b_0b_1^{\mathsf T}+b_1b_0^{\mathsf T}+b_1b_1^{\mathsf T},$$
and collect the coefficient of each $b_ib_j^{\mathsf T}$. The result is
$$\sum_s w_s\,q_sq_s^{\mathsf T}=\sum_{ij}C_{ij}\,b_ib_j^{\mathsf T},\qquad
C=\begin{pmatrix} w_0+w_3+w_4 & w_3 & w_4\\ w_3 & w_1+w_3+w_5 & w_5\\ w_4 & w_5 & w_2+w_4+w_5\end{pmatrix}.$$
Let $A$ and $B$ be the matrices whose rows are the $a_i$ and the $b_j$. The weighted sum is then $B^{\mathsf T}CB$.

The duality condition reads $AB^{\mathsf T}=1$. For square matrices a one-sided inverse is two-sided, so $B^{\mathsf T}A=1$ as well. In particular both triples are bases, and this needs no separate assumption. Transposition gives $BA^{\mathsf T}=1$ and $A^{\mathsf T}B=1$.

Suppose that $B^{\mathsf T}CB=1$. Multiplication by $A$ from the left and by $A^{\mathsf T}$ from the right gives
$$C=(AB^{\mathsf T})\,C\,(BA^{\mathsf T})=AA^{\mathsf T}=g .$$
Conversely, if $C=g=AA^{\mathsf T}$, then
$$B^{\mathsf T}CB=(B^{\mathsf T}A)(A^{\mathsf T}B)=1 .$$
The completeness relation is therefore equivalent to $C=g$.

It remains to solve $C=g$ entry by entry. The off-diagonal entries give $w_3=g_{01}$, $w_4=g_{02}$ and $w_5=g_{12}$. The diagonal entry $w_0+w_3+w_4=g_{00}$ then gives $w_0=g_{00}-g_{01}-g_{02}$, and the other two follow in the same way. Both matrices are symmetric, so the entries below the diagonal add no further conditions.

**The factor $2\pi$.** With Bloch phases written as $e^{ik\cdot R}$ for lattice vectors $R$, reciprocal vectors are normalised by $a_i\cdot b_j=2\pi\delta_{ij}$. The vectors $a_i/(2\pi)$ are then dual to the $b_j$ in the earlier sense, and their metric is $g_{ij}/(2\pi)^2$. Every weight is divided by $(2\pi)^2$.

## Exact gradients of quadratic functions

Apply the completeness relation to a vector $v$:
$$\sum_s w_s\,(q_s\cdot v)\,q_s=v .$$
Now let $f(k)=c+\ell\cdot k+k\cdot Hk$, with a real number $c$, a vector $\ell$ and a real matrix $H$ that need not be symmetric. In a central difference the constant and the terms even in $q$ cancel:
$$\frac{f(k+q)-f(k-q)}2=\ell\cdot q+k\cdot Hq+q\cdot Hk=q\cdot\bigl(\ell+(H+H^{\mathsf T})k\bigr).$$
The vector in the last bracket is $\nabla f(k)$. Setting $v=\nabla f(k)$ in the resolution above gives
$$\sum_s w_s\,\frac{f(k+q_s)-f(k-q_s)}2\,q_s=\nabla f(k),$$
with no discretisation error, however anisotropic $H$ may be.

## Stencil, second moment and metric in Lean

```lean
import Mathlib

open Matrix

namespace WannierStencil

noncomputable section
```

A triple of vectors has the type `Fin 3 → Fin 3 → ℝ`: the first index selects the vector and the second its Cartesian component. Lean counts from zero, as the formulas above do.

```lean
/-- The six finite-difference vectors `b 0, b 1, b 2, b 0 + b 1, b 0 + b 2, b 1 + b 2`. -/
def stencil (b : Fin 3 → Fin 3 → ℝ) : Fin 6 → Fin 3 → ℝ :=
  ![b 0, b 1, b 2, b 0 + b 1, b 0 + b 2, b 1 + b 2]
```

The list contains one vector from each pair $\pm q$. A program that sums over both members with equal weights has to give each of them half of the weight found here.

```lean
/-- The weighted second moment `∑ w q qᵀ` of the six stencil vectors. -/
def secondMoment (b : Fin 3 → Fin 3 → ℝ) (w : Fin 6 → ℝ) : Matrix (Fin 3) (Fin 3) ℝ :=
  ∑ s, w s • vecMulVec (stencil b s) (stencil b s)
```

`vecMulVec q q` is the matrix $qq^{\mathsf T}$, so `secondMoment b w` is the left-hand side of the completeness relation. It is defined for arbitrary vectors and arbitrary real weights, with no sign condition.

```lean
/-- The metric `g i j = a i · a j` of the direct lattice. -/
def metric (a : Fin 3 → Fin 3 → ℝ) : Matrix (Fin 3) (Fin 3) ℝ :=
  Matrix.of fun i j => a i ⬝ᵥ a j
```

The symbol `⬝ᵥ` is the Euclidean dot product, and `metric a i j` is $g_{ij}$.

```lean
/-- The six stencil weights, written in terms of the direct metric. -/
def weights (a : Fin 3 → Fin 3 → ℝ) : Fin 6 → ℝ :=
  ![metric a 0 0 - metric a 0 1 - metric a 0 2,
    metric a 1 1 - metric a 0 1 - metric a 1 2,
    metric a 2 2 - metric a 0 2 - metric a 1 2,
    metric a 0 1, metric a 0 2, metric a 1 2]
```

These are the six weights of the opening formula. They depend on the $a_i$ alone and have the dimension of a length squared when the $b_j$ are inverse lengths.

## From six weights to a symmetric matrix

```lean
/-- The coefficients of the products `b i (b j)ᵀ` in the weighted second moment. -/
def coeffMatrix (w : Fin 6 → ℝ) : Matrix (Fin 3) (Fin 3) ℝ :=
  !![w 0 + w 3 + w 4, w 3, w 4;
     w 3, w 1 + w 3 + w 5, w 5;
     w 4, w 5, w 2 + w 4 + w 5]
```

This is the matrix $C$. The six weights determine the six independent entries of a symmetric $3\times3$ matrix and can be recovered from them: the off-diagonal entries are $w_3,w_4,w_5$, and the diagonal entries then give $w_0,w_1,w_2$.

```lean
/-- The weighted second moment is a quadratic form in the three vectors `b i`, with
coefficients linear in the weights. -/
theorem secondMoment_eq (b : Fin 3 → Fin 3 → ℝ) (w : Fin 6 → ℝ) :
    secondMoment b w = (Matrix.of b)ᵀ * coeffMatrix w * Matrix.of b := by
  ext m n
  simp [secondMoment, stencil, coeffMatrix, Matrix.sum_apply, Matrix.mul_apply,
    Matrix.vecMulVec_apply, Fin.sum_univ_six, Fin.sum_univ_three]
  ring
```

`Matrix.of b` is $B$, with the vectors as rows, and the theorem states $\sum_s w_sq_sq_s^{\mathsf T}=B^{\mathsf T}CB$ for any $b$, dual to something or not. The proof fixes a matrix entry with `ext m n`, writes out all sums, and leaves the collection of terms to `ring`.

```lean
/-- The coefficient matrix equals the direct metric exactly for the weights `weights a`. -/
theorem coeffMatrix_eq_metric_iff (a : Fin 3 → Fin 3 → ℝ) (w : Fin 6 → ℝ) :
    coeffMatrix w = metric a ↔ w = weights a := by
  constructor
  · intro h
    have h00 := congrFun (congrFun h 0) 0
    have h11 := congrFun (congrFun h 1) 1
    have h22 := congrFun (congrFun h 2) 2
    have h01 := congrFun (congrFun h 0) 1
    have h02 := congrFun (congrFun h 0) 2
    have h12 := congrFun (congrFun h 1) 2
    simp [coeffMatrix] at h00 h11 h22 h01 h02 h12
    ext s
    fin_cases s <;> simp [weights] <;> linarith
  · rintro rfl
    -- the metric is symmetric
    have hs : ∀ i j, metric a i j = metric a j i := by
      intro i j
      simp only [metric, Matrix.of_apply]
      exact dotProduct_comm (a i) (a j)
    have s10 : metric a 1 0 = metric a 0 1 := hs 1 0
    have s20 : metric a 2 0 = metric a 0 2 := hs 2 0
    have s21 : metric a 2 1 = metric a 1 2 := hs 2 1
    ext i j
    fin_cases i <;> fin_cases j <;> simp [coeffMatrix, weights, s10, s20, s21] <;> ring
```

This theorem solves $C=g$. In the forward direction, `h00` to `h12` are the six equations on and above the diagonal, and `linarith` solves them for each weight. In the backward direction the weights are inserted and all nine entries are compared. The symmetry $g_{ij}=g_{ji}$, stated as `hs`, takes care of the entries below the diagonal.

## Existence and uniqueness under duality

```lean
/-- For dual triples, `a i · b j = δ i j`, the completeness relation `∑ w q qᵀ = 1` on the
six stencil vectors holds for the metric weights and for no others. -/
theorem completeness_iff (a b : Fin 3 → Fin 3 → ℝ)
    (hab : ∀ i j, a i ⬝ᵥ b j = if i = j then 1 else 0) (w : Fin 6 → ℝ) :
    secondMoment b w = 1 ↔ w = weights a := by
  -- duality says that the two matrices of vectors are inverse to each other
  have h1 : Matrix.of a * (Matrix.of b)ᵀ = 1 := by
    ext i j
    have h := hab i j
    simpa [Matrix.mul_apply, dotProduct, Matrix.one_apply] using h
  have h2 : (Matrix.of b)ᵀ * Matrix.of a = 1 := mul_eq_one_comm.mp h1
  have h3 : Matrix.of b * (Matrix.of a)ᵀ = 1 := by
    have h := congrArg Matrix.transpose h1
    rwa [Matrix.transpose_mul, Matrix.transpose_transpose, Matrix.transpose_one] at h
  have h4 : (Matrix.of a)ᵀ * Matrix.of b = 1 := mul_eq_one_comm.mp h3
  have hg : metric a = Matrix.of a * (Matrix.of a)ᵀ := by
    ext i j
    simp [metric, Matrix.mul_apply, dotProduct]
  rw [secondMoment_eq, ← coeffMatrix_eq_metric_iff, hg]
  constructor
  · intro h
    calc coeffMatrix w
        = (Matrix.of a * (Matrix.of b)ᵀ) * coeffMatrix w
            * (Matrix.of b * (Matrix.of a)ᵀ) := by rw [h1, h3, one_mul, mul_one]
      _ = Matrix.of a * ((Matrix.of b)ᵀ * coeffMatrix w * Matrix.of b)
            * (Matrix.of a)ᵀ := by simp only [mul_assoc]
      _ = Matrix.of a * (Matrix.of a)ᵀ := by rw [h, mul_one]
  · intro h
    rw [h]
    calc (Matrix.of b)ᵀ * (Matrix.of a * (Matrix.of a)ᵀ) * Matrix.of b
        = ((Matrix.of b)ᵀ * Matrix.of a) * ((Matrix.of a)ᵀ * Matrix.of b) := by
          simp only [mul_assoc]
      _ = 1 := by rw [h2, h4, one_mul]
```

The hypothesis `hab` is $a_i\cdot b_j=\delta_{ij}$. It is the only condition on the vectors: no orthogonality and no lattice symmetry is required. In `secondMoment b w = 1` the right-hand side is the identity matrix. Read from right to left, the equivalence says that the metric weights solve the completeness relation; read from left to right, it says that any solution on this stencil equals them. Other stencils have weights of their own, about which the theorem is silent.

The facts `h1` to `h4` are the four matrix identities derived from duality, with `mul_eq_one_comm` turning a one-sided inverse into a two-sided one. After `hg` has identified the metric with $AA^{\mathsf T}$, the `rw` line reduces the goal to the equivalence of $B^{\mathsf T}CB=1$ and $C=AA^{\mathsf T}$. The two `calc` blocks are the two multiplications carried out by hand.

```lean
/-- With the convention `a i · b j = 2π δ i j`, the unique weights in the completeness relation
are the metric weights divided by `(2π)²`. -/
theorem completeness_iff_two_pi (a b : Fin 3 → Fin 3 → ℝ)
    (hab : ∀ i j, a i ⬝ᵥ b j = if i = j then 2 * Real.pi else 0) (w : Fin 6 → ℝ) :
    secondMoment b w = 1 ↔ w = ((2 * Real.pi)⁻¹) ^ 2 • weights a := by
  have hpi : 2 * Real.pi ≠ 0 := by positivity
  -- rescale the direct vectors so that the triples become dual
  have hd : ∀ i j, (fun i => (2 * Real.pi)⁻¹ • a i) i ⬝ᵥ b j = if i = j then 1 else 0 := by
    intro i j
    simp only [smul_dotProduct, hab, smul_eq_mul]
    split_ifs
    · exact inv_mul_cancel₀ hpi
    · exact mul_zero _
  have hm : ∀ i j, metric (fun i => (2 * Real.pi)⁻¹ • a i) i j
      = ((2 * Real.pi)⁻¹) ^ 2 * metric a i j := by
    intro i j
    simp only [metric, Matrix.of_apply, smul_dotProduct, dotProduct_smul, smul_eq_mul]
    ring
  have hw : weights (fun i => (2 * Real.pi)⁻¹ • a i)
      = ((2 * Real.pi)⁻¹) ^ 2 • weights a := by
    simp only [weights, hm, Matrix.smul_cons, Matrix.smul_empty, smul_eq_mul, mul_sub]
  rw [completeness_iff _ b hd w, hw]
```

Here the duality hypothesis carries the factor $2\pi$, and the weights carry $(2\pi)^{-2}$. The proof rescales the direct vectors: `hd` shows that the rescaled triple is dual to $b$, `hm` and `hw` follow the factor through the metric and the weights, and the previous theorem does the rest.

## Resolution of a vector and central differences

```lean
/-- For dual triples, every vector `v` is the sum of the stencil vectors `q`, each multiplied by its
metric weight and by the dot product `q · v`. -/
theorem stencil_resolution (a b : Fin 3 → Fin 3 → ℝ)
    (hab : ∀ i j, a i ⬝ᵥ b j = if i = j then 1 else 0) (v : Fin 3 → ℝ) :
    ∑ s, (weights a s * (stencil b s ⬝ᵥ v)) • stencil b s = v := by
  have h : secondMoment b (weights a) *ᵥ v
      = ∑ s, (weights a s * (stencil b s ⬝ᵥ v)) • stencil b s := by
    ext m
    simp only [secondMoment, Matrix.mulVec, dotProduct, Matrix.sum_apply, Matrix.smul_apply,
      Matrix.vecMulVec_apply, Finset.sum_apply, Pi.smul_apply, smul_eq_mul,
      Fin.sum_univ_six, Fin.sum_univ_three]
    ring
  rw [← h, (completeness_iff a b hab _).2 rfl, Matrix.one_mulVec]
```

The statement is $\sum_s w_s(q_s\cdot v)q_s=v$ for every $v$, with the metric weights. The intermediate step `h` recognises the sum as the second-moment matrix acting on $v$, and `completeness_iff` replaces that matrix by the identity.

```lean
/-- The quadratic function `c + g · k + k · H k` of the wave vector `k`. -/
def quadratic (c : ℝ) (g : Fin 3 → ℝ) (H : Matrix (Fin 3) (Fin 3) ℝ) (k : Fin 3 → ℝ) : ℝ :=
  c + g ⬝ᵥ k + k ⬝ᵥ H *ᵥ k
```

In this definition `g` is the linear coefficient, written $\ell$ above, and not the metric.

```lean
/-- For dual triples, the sum of the stencil vectors, each multiplied by its metric weight and by
the central difference of a quadratic function along it, is exactly `g + (H + Hᵀ) k`. -/
theorem central_difference_quadratic (a b : Fin 3 → Fin 3 → ℝ)
    (hab : ∀ i j, a i ⬝ᵥ b j = if i = j then 1 else 0)
    (c : ℝ) (g : Fin 3 → ℝ) (H : Matrix (Fin 3) (Fin 3) ℝ) (k : Fin 3 → ℝ) :
    ∑ s, (weights a s * ((quadratic c g H (k + stencil b s)
      - quadratic c g H (k - stencil b s)) / 2)) • stencil b s = g + (H + Hᵀ) *ᵥ k := by
  -- the even terms cancel in each central difference
  have key : ∀ q : Fin 3 → ℝ, (quadratic c g H (k + q) - quadratic c g H (k - q)) / 2
      = q ⬝ᵥ (g + (H + Hᵀ) *ᵥ k) := by
    intro q
    simp only [quadratic, dotProduct, Matrix.mulVec, Fin.sum_univ_three, Pi.add_apply,
      Pi.sub_apply, Matrix.add_apply, Matrix.transpose_apply]
    ring
  simp only [key]
  exact stencil_resolution a b hab _
```

The point `k` is any vector in $\mathbb R^3$, not only a mesh point. The right-hand side is the explicit vector $\ell+(H+H^{\mathsf T})k$; that it is the gradient is the elementary differentiation of a quadratic polynomial, and no derivative occurs in the Lean statement. The step `key` is the cancellation of even terms, after which `stencil_resolution` finishes the proof. The theorem concerns quadratic functions of a real vector; for a general smooth function the formula has an error from third and higher odd orders, which is not estimated here.

## A body-centred cubic cell with negative weights

```lean
/-- Primitive vectors of a body-centred cubic lattice with cube edge 2. -/
def bccDirect : Fin 3 → Fin 3 → ℝ := ![![-1, 1, 1], ![1, -1, 1], ![1, 1, -1]]

/-- Three face-diagonal vectors of reciprocal space, with components 0 and 1/2. -/
def bccDual : Fin 3 → Fin 3 → ℝ := ![![0, 1/2, 1/2], ![1/2, 0, 1/2], ![1/2, 1/2, 0]]
```

For these primitive vectors $g_{ii}=3$, and $g_{ij}=-1$ for $i\ne j$. The first three weights are therefore $3+1+1=5$, and the last three are $-1$. All six vectors contribute, and three of them do so with a negative sign. The signs come from the choice of stencil, not from the lattice alone: with the differences $b_0-b_1$, $b_0-b_2$, $b_1-b_2$ in place of the three sums, all six weights would equal $1$.

The completeness relation can be checked directly. The $x$ components of the six stencil vectors are $0,\tfrac12,\tfrac12,\tfrac12,\tfrac12,1$, so the $xx$ entry is $5\cdot\tfrac12-\tfrac32=1$. The $xy$ entry is $5\cdot\tfrac14-\bigl(\tfrac14+\tfrac12+\tfrac12\bigr)=0$, and the remaining entries follow because a permutation of the coordinates only permutes the first three stencil vectors among themselves and the last three among themselves.

The last theorem states the duality of the two triples and the values of the weights. Both parts are proved by running through the finitely many indices and evaluating the dot products. Together with `completeness_iff`, it shows that these are the only weights that satisfy the completeness relation for this stencil.

```lean
/-- The body-centred cubic vectors and the face-diagonal vectors are dual, and the stencil
weights are `5, 5, 5, -1, -1, -1`. -/
theorem duality_witness :
    (∀ i j, bccDirect i ⬝ᵥ bccDual j = if i = j then 1 else 0) ∧
      weights bccDirect = ![5, 5, 5, -1, -1, -1] := by
  constructor
  · intro i j
    fin_cases i <;> fin_cases j <;>
      simp [bccDirect, bccDual, dotProduct, Fin.sum_univ_three] <;> norm_num
  · ext s
    fin_cases s <;>
      simp [weights, metric, bccDirect, dotProduct, Fin.sum_univ_three] <;> norm_num

end

end WannierStencil
```

```lean
#print axioms WannierStencil.completeness_iff_two_pi
#print axioms WannierStencil.stencil_resolution
#print axioms WannierStencil.central_difference_quadratic
```

```
'WannierStencil.completeness_iff_two_pi' depends on axioms: [propext, Classical.choice, Quot.sound]
'WannierStencil.stencil_resolution' depends on axioms: [propext, Classical.choice, Quot.sound]
'WannierStencil.central_difference_quadratic' depends on axioms: [propext, Classical.choice, Quot.sound]
```
